# Logarithmic divergence of the direct second-order correlation integral for a pair strength linear at small momentum transfer

## A strictly linear pair strength

Let $q$ be a momentum transfer, measured in units of the Fermi momentum, and take the function $I(q)=cq$ with $c>0$. With a lower cutoff $0<\delta<1$,

$$\int_\delta^1\frac{I(q)}{q^2}\,dq=c\int_\delta^1\frac{dq}{q}=c\log\frac1\delta .$$

Each halving of the cutoff adds the same amount, $c\log 2$, so the integral grows without bound. The result below says that the coefficient $c$ of the logarithm survives when $I$ is continuous on $(0,1]$ and linear only in the limit $q\to0^+$.

## Where the integral comes from

In the direct second-order energy of the three-dimensional uniform electron gas, two particle-hole pairs are excited with opposite momentum transfers of magnitude $q$. The squared Coulomb interaction gives $1/q^4$ and the volume element gives $q^2$, which leaves $1/q^2$ times a pair strength $I(q)$.

For small $q$, let $x$ be the cosine between a hole's momentum and its transfer. The occupied states that the transfer carries out of the Fermi sphere form a layer of thickness about $qx$, and their free-electron excitation energy is also about $qx$. With $y$ for the second pair, and constant factors removed, the linearised strength is

$$S(q)=\int_0^1\!\!\int_0^1\frac{(qx)(qy)}{qx+qy}\,dy\,dx .$$

A double hybrid mixes a semilocal correlation energy $E_c$ with a fraction $a$ of second-order correlation. Writing $D(\delta)=\int_\delta^1 I(q)/q^2\,dq$ and collecting the positive constants in $K$, the model energy is

$$E(\delta)=(1-a)E_c-aK\,D(\delta).$$

In this free-electron model with an unscreened interaction, every positive fraction of direct second-order correlation makes the double-hybrid energy diverge as the cutoff is removed.

## The statements in words

`direct_log_law` takes a real function `I` and a real number `c`, of either sign or zero.

- `ContinuousOn I (Ioc 0 1)` says that $I$ is continuous on $(0,1]$; nothing is required at $q=0$.
- `hc` says that $I(q)/q\to c$ as $q\to0^+$. The filter `𝓝[>] 0` expresses the approach from above.
- The conclusion is $D(\delta)/\log(1/\delta)\to c$ as $\delta\to0^+$, where `directIntegral I δ` is $D(\delta)$.

For $c>0$, `direct_diverges` gives $D(\delta)\to+\infty$. If also $a,K>0$, `doubleHybrid_diverges` gives $E(\delta)\to-\infty$ for any fixed real $E_c$. In `fermi_surface_log_coefficient`, `pairStrength` is $S$, and the limit is $\tfrac23(1-\log2)$ with no remaining hypothesis.

For general $I$, the linear onset is assumed; it stands for the phase space and excitation energies near a sharp Fermi surface. The formula for $S$ is itself a definition, and its derivation from the full momentum integrals is not formalised. Second-order exchange and exchange corrections to the orbital energies are left out. The upper limit $1$ is a convention that affects only the finite part.

## From a small window to the whole integral

Fix $\varepsilon>0$. Choose $\eta\in(0,1]$ such that $|I(q)/q-c|<\varepsilon/2$ for $0<q\le\eta$. For $0<\delta<\eta$ and $q\in[\delta,\eta]$,

$$\frac{c-\varepsilon/2}{q}\le\frac{I(q)}{q^2}\le\frac{c+\varepsilon/2}{q}.$$

Integration gives

$$\left|\int_\delta^\eta\frac{I(q)}{q^2}\,dq-c\log\frac\eta\delta\right|\le\frac\varepsilon2\log\frac\eta\delta .$$

Let $M=\int_\eta^1 I(q)/q^2\,dq$ and $L=\log(1/\delta)$. Since $\log(\eta/\delta)=L+\log\eta$ and $\log\eta\le0$,

$$|D(\delta)-cL|\le|M+c\log\eta|+\frac\varepsilon2(L+\log\eta)\le|M+c\log\eta|+\frac\varepsilon2L .$$

The first term on the right is independent of $\delta$. Once $L>0$ and $L>2|M+c\log\eta|/\varepsilon$, division by $L$ gives $|D(\delta)/L-c|<\varepsilon$.

If $c>0$, then $D=(D/L)\,L$ is a product of a factor tending to $c$ and one tending to $+\infty$, so it diverges. For any real $b$, the condition $E(\delta)\le b$ is equivalent to $D(\delta)\ge((1-a)E_c-b)/(aK)$, which holds for all sufficiently small $\delta>0$.

## The Fermi-surface coefficient

For $q>0$, one factor $q$ comes out of $S(q)$. For $x>0$, write $xy/(x+y)=x-x^2/(x+y)$, so that

$$\int_0^1\frac{xy}{x+y}\,dy=x-x^2\log(1+x)+x^2\log x .$$

At $x=0$ both sides are zero, with $x\log x$ extended continuously. An antiderivative of the right-hand side is

$$F(x)=\tfrac13\left[x^2+x-(x^3+1)\log(1+x)+x^3\log x\right].$$

Indeed, $(x^3+1)/(1+x)=x^2-x+1$, so for $x>0$

$$\begin{aligned}F'(x)&=\tfrac13\left[2x+1-3x^2\log(1+x)-(x^2-x+1)+3x^2\log x+x^2\right]\\&=x-x^2\log(1+x)+x^2\log x.\end{aligned}$$

With $F(0)=0$ and $F(1)=\tfrac23(1-\log2)$, this gives $S(q)=\tfrac23(1-\log2)\,q$. The ratio law then supplies the logarithmic coefficient.

## A zero slope can leave the energy finite

Positivity of $c$ in the divergence theorem cannot be weakened to $c\ge0$. Take $I(q)=q^2$: then $I(q)/q\to0$, but $D(\delta)=1-\delta\to1$. The ratio law still holds, with limit $0$, while the double-hybrid energy tends to the finite value $(1-a)E_c-aK$.

## The Lean file

```lean
import Mathlib

open Filter Topology Set MeasureTheory

namespace DoubleHybridElectronGas

noncomputable section

/-- Direct second-order integral over momentum transfers from the infrared cutoff `δ` to `1`,
for a pair strength `I` and `0 < δ ≤ 1`. -/
def directIntegral (I : ℝ → ℝ) (δ : ℝ) : ℝ := ∫ q in δ..1, I q / q ^ 2

/-- Double-hybrid correlation energy at cutoff `0 < δ ≤ 1`: a fraction `1 - a` of a semilocal
energy `Ec` and a fraction `a` of the direct second-order energy with prefactor `-K`. -/
def doubleHybrid (a K Ec : ℝ) (I : ℝ → ℝ) (δ : ℝ) : ℝ :=
  (1 - a) * Ec - a * K * directIntegral I δ

/-- Pair strength near a Fermi surface for `q > 0`: two particle-hole pairs with shell widths and
excitation energies `q x` and `q y`; the integrand is meant away from `x = y = 0`. -/
def pairStrength (q : ℝ) : ℝ :=
  ∫ x in (0 : ℝ)..1, ∫ y in (0 : ℝ)..1, q * x * (q * y) / (q * x + q * y)

/-- For a pair strength continuous on `(0,1]`, the second-order integrand is integrable on
every interval `[a,b]` with `0 < a ≤ b ≤ 1`. -/
theorem integrable_window {I : ℝ → ℝ} (hI : ContinuousOn I (Ioc 0 1)) {a b : ℝ}
    (ha : 0 < a) (hab : a ≤ b) (hb : b ≤ 1) :
    IntervalIntegrable (fun q => I q / q ^ 2) volume a b := by
  have h1 : ContinuousOn I (Icc a b) :=
    hI.mono fun q hq => ⟨ha.trans_le hq.1, hq.2.trans hb⟩
  have h2 : ContinuousOn (fun q : ℝ => q ^ 2) (Icc a b) := by fun_prop
  exact ContinuousOn.intervalIntegrable_of_Icc hab
    (h1.div h2 fun q hq => pow_ne_zero 2 (ha.trans_le hq.1).ne')

/-- If a continuous pair strength has `I(q)/q` within `ε` of `c` on `[δ,η]`, `0 < δ ≤ η ≤ 1`,
this window contributes `c log(η/δ)` up to an error of at most `ε log(η/δ)`. -/
theorem window_bound {I : ℝ → ℝ} (hI : ContinuousOn I (Ioc 0 1)) {c ε δ η : ℝ}
    (hδ : 0 < δ) (hδη : δ ≤ η) (hη : η ≤ 1)
    (h : ∀ q ∈ Icc δ η, |I q / q - c| ≤ ε) :
    |(∫ q in δ..η, I q / q ^ 2) - c * Real.log (η / δ)| ≤ ε * Real.log (η / δ) := by
  have hinv : IntervalIntegrable (fun q : ℝ => q⁻¹) volume δ η :=
    ContinuousOn.intervalIntegrable_of_Icc hδη
      (continuousOn_id.inv₀ fun q hq => (hδ.trans_le hq.1).ne')
  have hlog : ∀ k : ℝ, (∫ q in δ..η, k * q⁻¹) = k * Real.log (η / δ) := by
    intro k
    rw [intervalIntegral.integral_const_mul, integral_inv_of_pos hδ (hδ.trans_le hδη)]
  -- the integrand lies between (c - ε)/q and (c + ε)/q
  have hp : ∀ q ∈ Icc δ η,
      (c - ε) * q⁻¹ ≤ I q / q ^ 2 ∧ I q / q ^ 2 ≤ (c + ε) * q⁻¹ := by
    intro q hq
    have hq0 : 0 ≤ q⁻¹ := inv_nonneg.2 (hδ.le.trans hq.1)
    have e : I q / q ^ 2 = I q / q * q⁻¹ := by
      rw [pow_two, ← div_div]
      exact div_eq_mul_inv _ _
    obtain ⟨h1, h2⟩ := abs_le.1 (h q hq)
    rw [e]
    exact ⟨mul_le_mul_of_nonneg_right (by linarith) hq0,
      mul_le_mul_of_nonneg_right (by linarith) hq0⟩
  have hint := integrable_window hI hδ hδη hη
  have lo : (∫ q in δ..η, (c - ε) * q⁻¹) ≤ ∫ q in δ..η, I q / q ^ 2 :=
    intervalIntegral.integral_mono_on hδη (hinv.const_mul _) hint fun q hq => (hp q hq).1
  have hi : (∫ q in δ..η, I q / q ^ 2) ≤ ∫ q in δ..η, (c + ε) * q⁻¹ :=
    intervalIntegral.integral_mono_on hδη hint (hinv.const_mul _) fun q hq => (hp q hq).2
  rw [hlog] at lo hi
  exact abs_le.2 ⟨by linarith, by linarith⟩

/-- The logarithm of the inverse cutoff grows without bound as the cutoff is removed. -/
theorem log_cutoff_atTop : Tendsto (fun δ : ℝ => Real.log (1 / δ)) (𝓝[>] 0) atTop := by
  refine tendsto_atTop.2 fun b => ?_
  filter_upwards [Ioo_mem_nhdsGT (Real.exp_pos (-b))] with δ hδ
  have h := (Real.log_lt_iff_lt_exp hδ.1).2 hδ.2
  rw [one_div, Real.log_inv]
  linarith

/-- If the pair strength is continuous on `(0,1]` and `I(q)/q → c` as `q → 0⁺`, the direct
second-order integral divided by `log(1/δ)` tends to `c` as `δ → 0⁺`. -/
theorem direct_log_law {I : ℝ → ℝ} {c : ℝ} (hI : ContinuousOn I (Ioc 0 1))
    (hc : Tendsto (fun q => I q / q) (𝓝[>] 0) (𝓝 c)) :
    Tendsto (fun δ => directIntegral I δ / Real.log (1 / δ)) (𝓝[>] 0) (𝓝 c) := by
  refine Metric.tendsto_nhds.2 fun ε hε => ?_
  obtain ⟨u, hu, hsub⟩ := mem_nhdsGT_iff_exists_Ioo_subset.1
    (Metric.tendsto_nhds.1 hc (ε / 2) (half_pos hε))
  have hu0 : 0 < u := hu
  -- below the fixed momentum η the pair strength is linear up to ε/2
  obtain ⟨η, hη, hηu, hη1⟩ : ∃ η : ℝ, 0 < η ∧ η < u ∧ η ≤ 1 :=
    ⟨min (u / 2) 1, lt_min (half_pos hu0) one_pos,
      (min_le_left _ _).trans_lt (half_lt_self hu0), min_le_right _ _⟩
  set M := ∫ q in η..1, I q / q ^ 2 with hM
  filter_upwards [Ioo_mem_nhdsGT hη, log_cutoff_atTop.eventually_gt_atTop 0,
    log_cutoff_atTop.eventually_gt_atTop (2 * |M + c * Real.log η| / ε)] with δ hδ hL hK
  have hw := window_bound hI (c := c) (ε := ε / 2) hδ.1 hδ.2.le hη1 (by
    intro q hq
    have h : dist (I q / q) c < ε / 2 := hsub ⟨hδ.1.trans_le hq.1, hq.2.trans_lt hηu⟩
    rw [Real.dist_eq] at h
    exact h.le)
  have hsplit : (∫ q in δ..η, I q / q ^ 2) + M = directIntegral I δ :=
    intervalIntegral.integral_add_adjacent_intervals
      (integrable_window hI hδ.1 hδ.2.le hη1) (integrable_window hI hη hη1 le_rfl)
  have hlog : Real.log (η / δ) = Real.log η + Real.log (1 / δ) := by
    rw [Real.log_div hη.ne' hδ.1.ne', one_div, Real.log_inv]
    ring
  rw [hlog] at hw
  obtain ⟨w1, w2⟩ := abs_le.1 hw
  have hneg : ε * Real.log η ≤ 0 := by
    nlinarith [mul_nonneg hε.le (neg_nonneg.2 (Real.log_nonpos hη.le hη1))]
  rw [div_lt_iff₀ hε] at hK
  have k1 := le_abs_self (M + c * Real.log η)
  have k2 := neg_abs_le (M + c * Real.log η)
  -- the constant part is outgrown by the logarithm
  have e : directIntegral I δ / Real.log (1 / δ) - c
      = (directIntegral I δ - c * Real.log (1 / δ)) / Real.log (1 / δ) := by
    rw [sub_div, mul_div_cancel_right₀ _ hL.ne']
  rw [Real.dist_eq, e, abs_div, abs_of_pos hL, div_lt_iff₀ hL]
  exact abs_lt.2 ⟨by linarith, by linarith⟩

/-- For a continuous pair strength with positive initial slope `c`, the direct second-order
integral diverges to `+∞` as the cutoff is removed. -/
theorem direct_diverges {I : ℝ → ℝ} {c : ℝ} (hI : ContinuousOn I (Ioc 0 1)) (hc0 : 0 < c)
    (hc : Tendsto (fun q => I q / q) (𝓝[>] 0) (𝓝 c)) :
    Tendsto (directIntegral I) (𝓝[>] 0) atTop := by
  refine ((direct_log_law hI hc).pos_mul_atTop hc0 log_cutoff_atTop).congr' ?_
  filter_upwards [log_cutoff_atTop.eventually_gt_atTop 0] with δ hL
  exact div_mul_cancel₀ _ hL.ne'

/-- With a continuous pair strength of positive initial slope, any positive fraction `a` of
second-order correlation with `K > 0` sends the double-hybrid energy to `-∞`. -/
theorem doubleHybrid_diverges {I : ℝ → ℝ} {c a K : ℝ} (Ec : ℝ)
    (hI : ContinuousOn I (Ioc 0 1)) (hc0 : 0 < c) (ha : 0 < a) (hK : 0 < K)
    (hc : Tendsto (fun q => I q / q) (𝓝[>] 0) (𝓝 c)) :
    Tendsto (doubleHybrid a K Ec I) (𝓝[>] 0) atBot := by
  refine tendsto_atBot.2 fun b => ?_
  filter_upwards [(direct_diverges hI hc0 hc).eventually_ge_atTop
    (((1 - a) * Ec - b) / (a * K))] with δ h
  rw [div_le_iff₀ (mul_pos ha hK)] at h
  unfold doubleHybrid
  linarith

/-- Integral over the second pair, at fixed direction variable `x ≥ 0` of the first. -/
theorem inner_shell {x : ℝ} (hx : 0 ≤ x) : (∫ y in (0 : ℝ)..1, x * y / (x + y))
    = x - x ^ 2 * Real.log (1 + x) + x * (x * Real.log x) := by
  rcases hx.eq_or_lt with rfl | hx
  · simp
  have hne : ∀ y ∈ Icc (0 : ℝ) 1, x + y ≠ 0 := fun y hy => (add_pos_of_pos_of_nonneg hx hy.1).ne'
  have hd : ∀ y ∈ uIcc (0 : ℝ) 1,
      HasDerivAt (fun y => x * y - x ^ 2 * Real.log (x + y)) (x * y / (x + y)) y := by
    intro y hy
    rw [uIcc_of_le zero_le_one] at hy
    have hxy := hne y hy
    refine (((hasDerivAt_id' y).const_mul x).fun_sub
      ((((hasDerivAt_id' y).const_add x).log hxy).const_mul (x ^ 2))).congr_deriv ?_
    field_simp
    ring
  have c1 : ContinuousOn (fun y : ℝ => x * y) (Icc 0 1) := by fun_prop
  have c2 : ContinuousOn (fun y : ℝ => x + y) (Icc 0 1) := by fun_prop
  rw [intervalIntegral.integral_eq_sub_of_hasDerivAt hd
    (ContinuousOn.intervalIntegrable_of_Icc zero_le_one (c1.div c2 hne)),
    add_zero, add_comm x 1]
  ring

/-- For `q > 0` the Fermi-surface pair strength is exactly linear in the momentum transfer,
with slope `(2/3)(1 - log 2)`. -/
theorem pairStrength_eq {q : ℝ} (hq : 0 < q) :
    pairStrength q = q * (2 / 3 * (1 - Real.log 2)) := by
  have hs : ∀ x y : ℝ, q * x * (q * y) / (q * x + q * y) = q * (x * y / (x + y)) := by
    intro x y
    rw [show q * x * (q * y) = q * (q * (x * y)) by ring, ← mul_add,
      mul_div_mul_left _ _ hq.ne', mul_div_assoc]
  unfold pairStrength
  simp_rw [hs, intervalIntegral.integral_const_mul]
  congr 1
  have hcongr : (∫ x in (0 : ℝ)..1, ∫ y in (0 : ℝ)..1, x * y / (x + y))
      = ∫ x in (0 : ℝ)..1, (x - x ^ 2 * Real.log (1 + x) + x * (x * Real.log x)) := by
    refine intervalIntegral.integral_congr fun x hx => ?_
    rw [uIcc_of_le zero_le_one] at hx
    exact inner_shell hx.1
  have hl : ContinuousOn (fun x : ℝ => Real.log (1 + x)) (Icc 0 1) :=
    ContinuousOn.log (by fun_prop) fun x hx => (add_pos_of_pos_of_nonneg one_pos hx.1).ne'
  have hm : ContinuousOn (fun x : ℝ => x * Real.log x) (Icc 0 1) :=
    Real.continuous_mul_log.continuousOn
  have c0 : ContinuousOn (fun x : ℝ => x) (Icc 0 1) := by fun_prop
  have c1 : ContinuousOn (fun x : ℝ => x ^ 2 + x) (Icc 0 1) := by fun_prop
  have c2 : ContinuousOn (fun x : ℝ => x ^ 3 + 1) (Icc 0 1) := by fun_prop
  have c3 : ContinuousOn (fun x : ℝ => x ^ 2) (Icc 0 1) := by fun_prop
  -- explicit antiderivative, continuous down to x = 0
  have hF : ContinuousOn (fun x : ℝ => (x ^ 2 + x - (x ^ 3 + 1) * Real.log (1 + x)
      + x ^ 2 * (x * Real.log x)) / 3) (Icc 0 1) :=
    ((c1.sub (c2.mul hl)).add (c3.mul hm)).div_const 3
  have hd : ∀ x ∈ Ioo (0 : ℝ) 1, HasDerivAt (fun x : ℝ => (x ^ 2 + x
      - (x ^ 3 + 1) * Real.log (1 + x) + x ^ 2 * (x * Real.log x)) / 3)
      (x - x ^ 2 * Real.log (1 + x) + x * (x * Real.log x)) x := by
    intro x hx
    have hne : 1 + x ≠ 0 := (add_pos one_pos hx.1).ne'
    have p2 : HasDerivAt (fun x : ℝ => x ^ 2) (2 * x) x := by simpa using hasDerivAt_pow 2 x
    have p3 : HasDerivAt (fun x : ℝ => x ^ 3) (3 * x ^ 2) x := by simpa using hasDerivAt_pow 3 x
    have h1 : HasDerivAt (fun x : ℝ => Real.log (1 + x)) (1 / (1 + x)) x :=
      ((hasDerivAt_id' x).const_add 1).log hne
    have e1 : (x ^ 3 + 1) * (1 / (1 + x)) = x ^ 2 - x + 1 := by
      rw [mul_one_div, div_eq_iff hne]
      ring
    refine ((((p2.fun_add (hasDerivAt_id' x)).fun_sub ((p3.add_const 1).fun_mul h1)).fun_add
      (p2.fun_mul ((hasDerivAt_id' x).fun_mul (Real.hasDerivAt_log hx.1.ne')))).div_const
      3).congr_deriv ?_
    rw [e1, mul_inv_cancel₀ hx.1.ne']
    ring
  rw [hcongr, intervalIntegral.integral_eq_sub_of_hasDerivAt_of_le zero_le_one hF hd
    (ContinuousOn.intervalIntegrable_of_Icc zero_le_one
      ((c0.sub (c3.mul hl)).add (c0.mul hm))),
    Real.log_one, add_zero (1 : ℝ), Real.log_one, one_add_one_eq_two]
  ring

/-- For the Fermi-surface pair strength, the direct second-order integral divided by `log(1/δ)`
tends to `(2/3)(1 - log 2)` as the cutoff is removed. -/
theorem fermi_surface_log_coefficient :
    Tendsto (fun δ => directIntegral pairStrength δ / Real.log (1 / δ)) (𝓝[>] 0)
      (𝓝 (2 / 3 * (1 - Real.log 2))) := by
  have hlin : ContinuousOn (fun q : ℝ => q * (2 / 3 * (1 - Real.log 2))) (Ioc 0 1) :=
    (continuous_id.mul continuous_const).continuousOn
  refine direct_log_law (hlin.congr fun q hq => pairStrength_eq hq.1) ?_
  refine tendsto_const_nhds.congr' ?_
  filter_upwards [self_mem_nhdsWithin] with q hq
  have hq0 : 0 < q := hq
  rw [pairStrength_eq hq0, mul_div_cancel_left₀ _ hq0.ne']

end

end DoubleHybridElectronGas
```

```lean
#print axioms DoubleHybridElectronGas.direct_diverges
#print axioms DoubleHybridElectronGas.doubleHybrid_diverges
#print axioms DoubleHybridElectronGas.fermi_surface_log_coefficient
```

```
'DoubleHybridElectronGas.direct_diverges' depends on axioms: [propext, Classical.choice, Quot.sound]
'DoubleHybridElectronGas.doubleHybrid_diverges' depends on axioms: [propext, Classical.choice, Quot.sound]
'DoubleHybridElectronGas.fermi_surface_log_coefficient' depends on axioms: [propext, Classical.choice, Quot.sound]
```

## How the lemmas divide the work

`integrable_window` supplies integrability away from $q=0$. `window_bound` is the estimate on $[\delta,\eta]$: `hp` contains the two pointwise inequalities, `integral_mono_on` integrates them, and `hlog` evaluates the comparison integrals. `log_cutoff_atTop` proves $\log(1/\delta)\to+\infty$.

In `direct_log_law`, `hsplit` joins the window to the constant `M`, and `hlog` separates $\log\eta$ from $\log(1/\delta)$. The inequality `hneg` records that $\varepsilon\log\eta\le0$. After multiplication by the positive logarithm, `linarith` combines these bounds into the required strict estimate.

`direct_diverges` uses `pos_mul_atTop` for the product of the ratio and the logarithm, then identifies that product with $D(\delta)$ wherever the logarithm is nonzero. `doubleHybrid_diverges` carries out the rearrangement for an arbitrary bound $b$.

`inner_shell` integrates over $y$, treating $x=0$ separately. `pairStrength_eq` extracts $q$ and uses $F$ for the outer integral. Its version of the fundamental theorem, `integral_eq_sub_of_hasDerivAt_of_le`, asks for continuity on $[0,1]$ but for a derivative only on $(0,1)$, so the logarithm need not be differentiated at zero. The last theorem feeds this linear formula into `direct_log_law`.

## Choosing the cutoff with `filter_upwards`

The hand argument needs $\delta$ to be small for three reasons at once: $\delta<\eta$, $L>0$, and $L>2|M+c\log\eta|/\varepsilon$. Each condition holds eventually along `𝓝[>] 0`, that is, on some interval $(0,r)$ with $r>0$.

The tactic `filter_upwards` intersects the three conditions and hands over one `δ` with the proofs `hδ`, `hL` and `hK`. No explicit smallest threshold has to be computed. The order of choices remains visible: `η` and `M` are fixed before `δ` appears, which is why the logarithm can outgrow the constant.
